# A real diagonal Jastrow factor can make a real reference exact for a nondegenerate real eigenstate only if their signs already agree up to one overall sign

A: Take a real matrix $H$ on a finite set of configurations, with a nondegenerate eigenvalue $E$ and real eigenvector $\psi$. Let $\varphi$ be a real reference vector with no zero entries. Then some real diagonal $\tau$ satisfies

$$e^{-\tau} H e^{\tau}\varphi = E\varphi$$

if and only if the products $\varphi_i\psi_i$ are all positive or all negative. If the reference has the wrong nodes, meaning the wrong relative signs, no Jastrow factor of this kind repairs them.

Q: A similarity transformation preserves the spectrum, so $E$ is an eigenvalue of $e^{-\tau}He^{\tau}$ for every $\tau$. What can fail?

A: The eigenvector. The eigenvalue $E$ survives, but its right eigenvector is $e^{-\tau}\psi$, and the question is whether this can be made proportional to the given $\varphi$. The derivation is short.

Since $\tau$ is diagonal, $(e^{\tau}v)_i = e^{\tau_i}v_i$ for every vector $v$. Multiplying the transcorrelated equation from the left by $e^{\tau}$ gives

$$H(e^{\tau}\varphi) = E(e^{\tau}\varphi),$$

and multiplying by $e^{-\tau}$ leads back. Nondegeneracy now gives $e^{\tau}\varphi = c\,\psi$ for some real $c$, that is,

$$e^{\tau_i}\varphi_i = c\,\psi_i \quad\text{for every } i.$$

If $c$ were zero, $\varphi$ would vanish. So $c\neq 0$, and because $e^{\tau_i}>0$, the sign of $\varphi_i$ is the sign of $c$ times the sign of $\psi_i$. As $\varphi_i\neq 0$, every product $\varphi_i\psi_i$ has the sign of $c$.

Conversely, if all products are positive, set $\tau_i=\log(\psi_i/\varphi_i)$, so that $e^{\tau}\varphi=\psi$. If all are negative, set $\tau_i=\log(-\psi_i/\varphi_i)$, so that $e^{\tau}\varphi=-\psi$. Both targets are eigenvectors with eigenvalue $E$.

Q: Show me numbers.

A: Take one particle on two sites, labelled 0 and 1, with

$$H=\begin{pmatrix}0&-1\\-1&0\end{pmatrix},\qquad E=1,\qquad \psi=(1,-1),$$

or $(1,-1)/\sqrt2$ when normalised. Let $\varphi=(2,-1)$, normalised $(2,-1)/\sqrt5$. The products are $2$ and $1$, so repair is possible, with $\tau=(-\log 2,\,0)$:

$$e^{-\tau}He^{\tau}=\begin{pmatrix}0&-2\\-\tfrac12&0\end{pmatrix},\qquad \begin{pmatrix}0&-2\\-\tfrac12&0\end{pmatrix}\begin{pmatrix}2\\-1\end{pmatrix}=\begin{pmatrix}2\\-1\end{pmatrix}.$$

For $\varphi=(2,1)$ the component at site 0 would have to satisfy $-e^{\tau_1-\tau_0}=2$, which no real $\tau$ achieves.

Q: Now the formal version. Is the Jastrow factor there a real exponential, or just a list of positive numbers given that name?

A: It is the matrix exponential of a diagonal matrix. The index type `n` is the finite set of configurations, and `τ : n → ℝ` assigns one real exponent to each.

```lean
import Mathlib

open Matrix NormedSpace

namespace TranscorrelationNodes

noncomputable section

variable {n : Type*} [Fintype n] [DecidableEq n]

/-- The Jastrow factor `exp(τ)`: the matrix exponential of the real diagonal matrix `τ`. -/
def jastrow (τ : n → ℝ) : Matrix n n ℝ := NormedSpace.exp (Matrix.diagonal τ)
```

The transcorrelated Hamiltonian is the literal product of three matrices, with `jastrow (-τ)` standing for $e^{-\tau}$.

```lean
/-- The transcorrelated Hamiltonian `exp(-τ) H exp(τ)`. -/
def transcorrelated (H : Matrix n n ℝ) (τ : n → ℝ) : Matrix n n ℝ :=
  jastrow (-τ) * H * jastrow τ
```

Q: And "nondegenerate"? You also seem to have lost the symmetry of $H$.

A: The argument never uses symmetry, so a real symmetric Hamiltonian is a special case. Nondegeneracy says that $\psi$ is a nonzero eigenvector and that every solution of $Hv=Ev$ is a multiple of it. Physically, no independent state shares the energy, for instance as a symmetry partner. For symmetric $H$ this is the usual simple eigenvalue.

```lean
/-- `ψ` is a nonzero eigenvector of `H` with eigenvalue `E`, and every solution of
`H v = E v` is a multiple of `ψ`. -/
def IsNondegenerate (H : Matrix n n ℝ) (E : ℝ) (ψ : n → ℝ) : Prop :=
  ψ ≠ 0 ∧ H *ᵥ ψ = E • ψ ∧ ∀ v : n → ℝ, H *ᵥ v = E • v → ∃ c : ℝ, v = c • ψ
```

Q: An arbitrary exponent for each configuration is far more freedom than a practical Jastrow factor has.

A: That strengthens the negative half: if no function of the configuration works, no restricted pair or Gutzwiller form works either. The positive half uses the freedom to choose each exponent separately, and a factor with few parameters may fail even when the signs match.

The real restriction is diagonality. A Gutzwiller factor is diagonal in the site-occupation basis of a lattice model. A correlation factor in interelectronic distances is generally not diagonal in a basis of molecular-orbital determinants, so the theorem says nothing about it there. Nor does it treat continuous space, complex amplitudes or approximate solutions. For exact transcorrelation with a real diagonal factor on a finite configuration space, the practical message is that the reference has to supply the sign structure of a nondegenerate target state.

Q: Then take me through the proof. Where does the exponential become a positive number per configuration?

A: In the first lemma. `Matrix.exp_diagonal` moves the exponential inside the diagonal, and evaluation at one configuration turns it into the ordinary `Real.exp (τ i)`.

```lean
/-- The Jastrow factor multiplies the amplitude on configuration `i` by the number `exp(τ_i)`. -/
theorem jastrow_mulVec (τ v : n → ℝ) (i : n) :
    (jastrow τ *ᵥ v) i = Real.exp (τ i) * v i := by
  have h : jastrow τ = Matrix.diagonal (fun i => Real.exp (τ i)) := by
    rw [jastrow, Matrix.exp_diagonal, Real.exp_eq_exp_ℝ]
    congr 1
    funext j
    exact NormedSpace.map_exp (Pi.evalRingHom (fun _ : n => ℝ) j) (continuous_apply j) τ
  rw [h, Matrix.mulVec_diagonal]
```

The next lemma is the passage between the two eigenvalue equations. Its `key` writes component $i$ of the transcorrelated product as $e^{-\tau_i}(He^{\tau}\varphi)_i$, and `e` records $e^{-\tau_i}e^{\tau_i}=1$. The two `linear_combination` steps multiply by $e^{\tau_i}$ in one direction and by $e^{-\tau_i}$ in the other.

```lean
/-- The reference `φ` solves the transcorrelated eigenvalue equation exactly when the
correlated vector `exp(τ) φ` solves the original one with the same `E`. -/
theorem transcorrelated_eigen_iff (H : Matrix n n ℝ) (E : ℝ) (τ φ : n → ℝ) :
    transcorrelated H τ *ᵥ φ = E • φ ↔
      H *ᵥ (jastrow τ *ᵥ φ) = E • (jastrow τ *ᵥ φ) := by
  have key : ∀ i, (transcorrelated H τ *ᵥ φ) i
      = Real.exp (-τ i) * (H *ᵥ (jastrow τ *ᵥ φ)) i := by
    intro i
    rw [transcorrelated, ← Matrix.mulVec_mulVec, ← Matrix.mulVec_mulVec, jastrow_mulVec,
      Pi.neg_apply]
  have e : ∀ i, Real.exp (-τ i) * Real.exp (τ i) = 1 := by
    intro i
    rw [← Real.exp_add, neg_add_cancel, Real.exp_zero]
  constructor
  · intro h
    funext i
    have hi := congrFun h i
    rw [key] at hi
    simp only [Pi.smul_apply, smul_eq_mul, jastrow_mulVec] at hi ⊢
    linear_combination Real.exp (τ i) * hi - (H *ᵥ (jastrow τ *ᵥ φ)) i * e i
  · intro h
    funext i
    have hi := congrFun h i
    rw [key]
    simp only [Pi.smul_apply, smul_eq_mul, jastrow_mulVec] at hi ⊢
    linear_combination Real.exp (-τ i) * hi + E * φ i * e i
```

Q: And the logarithm?

A: It appears in a statement about two real numbers: if $x$ and $y$ have the same sign, some $t$ gives $e^t x=y$. For nonzero numbers $t=\log(y/x)$. If both are zero, $t=0$ will do.

```lean
/-- Two real amplitudes of equal sign (positive, negative or zero) differ by a factor `exp(t)`. -/
theorem exists_exp_mul_eq {x y : ℝ} (h : SignType.sign x = SignType.sign y) :
    ∃ t : ℝ, Real.exp t * x = y := by
  rcases lt_trichotomy x 0 with hx | hx | hx
  · have hy : y < 0 := sign_eq_neg_one_iff.mp (by rw [← h, sign_neg hx])
    exact ⟨Real.log (y / x), by
      rw [Real.exp_log (div_pos_of_neg_of_neg hy hx), div_mul_cancel₀ y hx.ne]⟩
  · have hy : y = 0 := sign_eq_zero_iff.mp (by rw [← h, hx, sign_zero])
    exact ⟨0, by rw [hx, hy, mul_zero]⟩
  · have hy : 0 < y := sign_eq_one_iff.mp (by rw [← h, sign_pos hx])
    exact ⟨Real.log (y / x), by
      rw [Real.exp_log (div_pos hy hx), div_mul_cancel₀ y hx.ne']⟩
```

Q: So zeros are allowed after all?

A: In the more general theorem, yes. It asks only that $\varphi$ is not the zero vector, and the condition becomes equality of the patterns of signs and zeros, up to one global sign. `SignType.sign` takes the values $-1$, $0$ and $1$.

In the forward direction, `huniq` supplies the constant $c$, `hs` is the sign relation from the derivation, and the three cases for $c$ give the global minus sign, the contradiction with $\varphi\neq0$, and plain agreement. In the backward direction, `choose` collects one exponent per configuration into a function `τ`, with $\psi$ or $-\psi$ as the target.

```lean
/-- For a nondegenerate eigenpair `(E, ψ)` and a nonzero reference `φ`, some Jastrow factor makes
`φ` a transcorrelated eigenvector with eigenvalue `E` if and only if `φ` and `ψ` have the same
pattern of signs and zeros, up to one global sign. -/
theorem exists_jastrow_iff_sign {H : Matrix n n ℝ} {E : ℝ} {ψ φ : n → ℝ}
    (hψ : IsNondegenerate H E ψ) (hφ : φ ≠ 0) :
    (∃ τ : n → ℝ, transcorrelated H τ *ᵥ φ = E • φ) ↔
      (∀ i, SignType.sign (φ i) = SignType.sign (ψ i)) ∨
      (∀ i, SignType.sign (φ i) = -SignType.sign (ψ i)) := by
  obtain ⟨-, heig, huniq⟩ := hψ
  constructor
  · rintro ⟨τ, hτ⟩
    -- nondegeneracy forces exp(τ) φ = c ψ
    obtain ⟨c, hc⟩ := huniq _ ((transcorrelated_eigen_iff H E τ φ).mp hτ)
    have h : ∀ i, Real.exp (τ i) * φ i = c * ψ i := by
      intro i
      rw [← jastrow_mulVec, hc, Pi.smul_apply, smul_eq_mul]
    have hs : ∀ i, SignType.sign (φ i) = SignType.sign c * SignType.sign (ψ i) := by
      intro i
      rw [← sign_mul, ← h i, sign_mul, sign_pos (Real.exp_pos _), one_mul]
    rcases lt_trichotomy c 0 with hc0 | hc0 | hc0
    · right
      intro i
      rw [hs i, sign_neg hc0, neg_one_mul]
    · refine absurd (funext fun i => ?_) hφ
      have hi := h i
      rw [hc0, zero_mul] at hi
      exact (mul_eq_zero.mp hi).resolve_left (Real.exp_pos _).ne'
    · left
      intro i
      rw [hs i, sign_pos hc0, one_mul]
  · rintro (h | h)
    · choose τ hτ using fun i => exists_exp_mul_eq (h i)
      have hv : jastrow τ *ᵥ φ = ψ := funext fun i => (jastrow_mulVec τ φ i).trans (hτ i)
      exact ⟨τ, (transcorrelated_eigen_iff H E τ φ).mpr (by rw [hv, heig])⟩
    · -- the same construction with -ψ as the target
      choose τ hτ using fun i =>
        exists_exp_mul_eq ((h i).trans (Left.sign_neg (ψ i)).symm)
      have hv : jastrow τ *ᵥ φ = -ψ := funext fun i => (jastrow_mulVec τ φ i).trans (hτ i)
      exact ⟨τ, (transcorrelated_eigen_iff H E τ φ).mpr (by
        rw [hv, Matrix.mulVec_neg, heig, smul_neg])⟩
```

Q: The statement you opened with was about products.

A: That is the next theorem. Its `key` says that for $x\neq 0$, equal signs of $x$ and $y$ mean $xy>0$. Applied to $\psi_i$ it gives the first alternative, and applied to $-\psi_i$ the second. If $\psi$ vanishes on some configuration, that product is zero, both alternatives fail, and a reference without zeros cannot be repaired.

```lean
/-- Jastrow factors cannot repair wrong nodes: for a nondegenerate eigenpair `(E, ψ)` and a
reference `φ` without zero entries, some real diagonal `τ` gives `exp(-τ) H exp(τ) φ = E φ`
if and only if the products `φ_i ψ_i` are all positive or all negative. -/
theorem jastrow_repairs_iff {H : Matrix n n ℝ} {E : ℝ} {ψ φ : n → ℝ}
    (hψ : IsNondegenerate H E ψ) (hφ : ∀ i, φ i ≠ 0) :
    (∃ τ : n → ℝ, transcorrelated H τ *ᵥ φ = E • φ) ↔
      (∀ i, 0 < φ i * ψ i) ∨ (∀ i, φ i * ψ i < 0) := by
  have hφ0 : φ ≠ 0 := by
    obtain ⟨i, -⟩ := Function.ne_iff.mp hψ.1
    exact fun h => hφ i (congrFun h i)
  have key : ∀ x y : ℝ, x ≠ 0 → (SignType.sign x = SignType.sign y ↔ 0 < x * y) := by
    intro x y hx
    rcases lt_or_gt_of_ne hx with h | h
    · rw [sign_neg h, eq_comm, sign_eq_neg_one_iff]
      exact ⟨fun hy => mul_pos_of_neg_of_neg h hy, fun hy => by
        by_contra hc
        nlinarith⟩
    · rw [sign_pos h, eq_comm, sign_eq_one_iff]
      exact ⟨fun hy => mul_pos h hy, fun hy => by
        by_contra hc
        nlinarith⟩
  rw [exists_jastrow_iff_sign hψ hφ0]
  refine or_congr (forall_congr' fun i => key _ _ (hφ i)) (forall_congr' fun i => ?_)
  rw [← Left.sign_neg, key _ _ (hφ i), mul_neg, neg_pos]
```

Q: When repair is possible, how much choice is left in $\tau$?

A: For a reference without zero entries, one additive constant, which rescales $e^{\tau}\varphi$ and cancels in $e^{-\tau}He^{\tau}$. (If $\varphi_i=0$ for some $i$, the exponent $\tau_i$ is arbitrary as well.) Suppose $\tau$ and $\tau'$ both work, with $e^{\tau_i}\varphi_i=c\psi_i$ and $e^{\tau'_i}\varphi_i=d\psi_i$. Dividing gives $e^{\tau'_i-\tau_i}=d/c$, the same for every $i$. The Lean proof avoids the division by fixing a configuration $j$ and showing

$$e^{\tau'_i+\tau_j}=e^{\tau_i+\tau'_j},$$

since both sides times $\varphi_i\varphi_j$ equal $cd\,\psi_i\psi_j$. Injectivity of the exponential then gives $\tau'_i=\tau_i+k$ with $k=\tau'_j-\tau_j$.

```lean
/-- For a nondegenerate eigenpair and a reference without zero entries, two Jastrow exponents
that both make the reference exact differ only by an additive constant. -/
theorem jastrow_unique {H : Matrix n n ℝ} {E : ℝ} {ψ φ τ τ' : n → ℝ}
    (hψ : IsNondegenerate H E ψ) (hφ : ∀ i, φ i ≠ 0)
    (h : transcorrelated H τ *ᵥ φ = E • φ) (h' : transcorrelated H τ' *ᵥ φ = E • φ) :
    ∃ k : ℝ, ∀ i, τ' i = τ i + k := by
  obtain ⟨c, hc⟩ := hψ.2.2 _ ((transcorrelated_eigen_iff H E τ φ).mp h)
  obtain ⟨d, hd⟩ := hψ.2.2 _ ((transcorrelated_eigen_iff H E τ' φ).mp h')
  have h1 : ∀ i, Real.exp (τ i) * φ i = c * ψ i := fun i => by
    rw [← jastrow_mulVec, hc, Pi.smul_apply, smul_eq_mul]
  have h2 : ∀ i, Real.exp (τ' i) * φ i = d * ψ i := fun i => by
    rw [← jastrow_mulVec, hd, Pi.smul_apply, smul_eq_mul]
  obtain ⟨j, -⟩ := Function.ne_iff.mp hψ.1
  refine ⟨τ' j - τ j, fun i => ?_⟩
  -- compare configuration i with the fixed configuration j
  have hexp : Real.exp (τ' i + τ j) = Real.exp (τ i + τ' j) := by
    rw [Real.exp_add, Real.exp_add]
    apply mul_right_cancel₀ (mul_ne_zero (hφ i) (hφ j))
    linear_combination Real.exp (τ j) * φ j * h2 i + d * ψ i * h1 j
      - Real.exp (τ' j) * φ j * h1 i - c * ψ i * h2 j
  have := Real.exp_injective hexp
  linarith
```

Q: Does your two-site example survive for general hopping?

A: Yes, for any hopping amplitude $t\neq0$. The matrix has off-diagonal entries $-t$, and the antisymmetric state $(1,-1)/\sqrt2$ has energy $t$; the code uses the unnormalised $(1,-1)$. To see nondegeneracy, read the row for site 0 of $Hv=tv$: it says $-tv_1=tv_0$, so $v_1=-v_0$ and $v=v_0(1,-1)$. For a reference $(a,b)$ the products are $a$ and $-b$, which share a sign exactly when $ab<0$.

```lean
/-- Two sites with hopping `t ≠ 0`: a reference `(a, b)` with nonzero amplitudes can be made exact
at the energy `t` by a Jastrow factor if and only if `a` and `b` have opposite signs. -/
theorem two_site_repairs_iff {t a b : ℝ} (ht : t ≠ 0) (ha : a ≠ 0) (hb : b ≠ 0) :
    (∃ τ : Fin 2 → ℝ, transcorrelated !![0, -t; -t, 0] τ *ᵥ ![a, b] = t • ![a, b]) ↔
      a * b < 0 := by
  have hψ : IsNondegenerate !![0, -t; -t, 0] t ![1, -1] := by
    refine ⟨fun h => by simpa using congrFun h 0, ?_, fun v hv => ⟨v 0, ?_⟩⟩
    · ext i
      fin_cases i <;> simp [Matrix.mulVec, dotProduct, Fin.sum_univ_succ]
    · have h0 : -t * v 1 = t * v 0 := by
        simpa [Matrix.mulVec, dotProduct, Fin.sum_univ_succ] using congrFun hv 0
      have h1 : v 1 = -v 0 := mul_left_cancel₀ ht (by linear_combination -h0)
      ext i
      fin_cases i <;> simp [h1]
  rw [jastrow_repairs_iff hψ (by simp [Fin.forall_fin_two, ha, hb])]
  simp only [Fin.forall_fin_two]
  change (0 < a * 1 ∧ 0 < b * -1) ∨ (a * 1 < 0 ∧ b * -1 < 0) ↔ a * b < 0
  rw [mul_one, mul_neg_one, neg_pos, neg_lt_zero, mul_neg_iff]
```

Q: A reference $(1,1)$ is already an eigenvector of that matrix, though. Isn't it exact?

A: It is, at energy $-t$. The theorem fixes the target energy, so a reference with the wrong signs for one state may have the right signs for another.

Q: What if the target level is degenerate?

A: Then the sign condition can fail while repair succeeds. Take the identity matrix as Hamiltonian on two sites. The vector $(1,-1)$ is an eigenvector with eigenvalue 1, but so is $(1,1)$, which is therefore exact with $\tau=0$. The products of their entries are $1$ and $-1$. So it is not enough for the "only if" direction that $\psi$ is some nonzero eigenvector at energy $E$.

```lean
/-- Nondegeneracy cannot be dropped: for the identity Hamiltonian on two sites, `(1, -1)` is an
eigenvector and a Jastrow factor makes `(1, 1)` exact at the same energy, although the products of
their entries have different signs. -/
theorem degenerate_counterexample :
    (1 : Matrix (Fin 2) (Fin 2) ℝ) *ᵥ ![1, -1] = (1 : ℝ) • ![1, -1] ∧
    (∃ τ : Fin 2 → ℝ, transcorrelated 1 τ *ᵥ ![1, 1] = (1 : ℝ) • ![1, 1]) ∧
    (0 < (![1, 1] : Fin 2 → ℝ) 0 * (![1, -1] : Fin 2 → ℝ) 0 ∧
      (![1, 1] : Fin 2 → ℝ) 1 * (![1, -1] : Fin 2 → ℝ) 1 < 0) := by
  refine ⟨by rw [Matrix.one_mulVec, one_smul], ⟨0, ?_⟩, by simp, by simp⟩
  exact (transcorrelated_eigen_iff 1 1 0 _).mpr (by rw [Matrix.one_mulVec, one_smul])

end

end TranscorrelationNodes
```

```lean
#print axioms TranscorrelationNodes.exists_jastrow_iff_sign
-- 'TranscorrelationNodes.exists_jastrow_iff_sign' depends on axioms: [propext, Classical.choice, Quot.sound]
#print axioms TranscorrelationNodes.jastrow_unique
-- 'TranscorrelationNodes.jastrow_unique' depends on axioms: [propext, Classical.choice, Quot.sound]
#print axioms TranscorrelationNodes.two_site_repairs_iff
-- 'TranscorrelationNodes.two_site_repairs_iff' depends on axioms: [propext, Classical.choice, Quot.sound]
#print axioms TranscorrelationNodes.degenerate_counterexample
-- 'TranscorrelationNodes.degenerate_counterexample' depends on axioms: [propext, Classical.choice, Quot.sound]
```
